# The Stoner criterion at every nonzero wavevector of the three-dimensional electron gas with a contact interaction in the static random-phase approximation

To compute the static spin susceptibility of a paramagnetic electron gas with a contact interaction in the random-phase approximation (RPA), one divides the response of the free electrons by a denominator at each wavevector. The quotient describes the response of a stable paramagnet only if this denominator is positive. A zero means a divergent response, and a negative value means that the paramagnetic state used as the starting point is unstable. For a free-electron band in three dimensions at zero temperature, a single comparison decides whether the denominator is positive at all nonzero wavevectors.

Let $q$ be the magnitude of the wavevector, $k_F$ the Fermi wavevector and $x = q/2k_F$. The free response, divided by its long-wavelength value, is the static Lindhard function

$$F(x) = \frac12 + \frac{1-x^2}{4x}\,\ln\left|\frac{1+x}{1-x}\right| \quad (x \neq 1), \qquad F(1) = \frac12 .$$

Let $u$ be the Stoner parameter, the strength of the contact interaction between opposite spins (positive for repulsion) times the density of states per spin at the Fermi level. Then $1 - uF(x) > 0$ for all $x > 0$ if and only if $u \le 1$.

## The response function and its denominator

```lean
import Mathlib

open Filter Topology

namespace StonerLindhard

noncomputable section

/-- The static three-dimensional Lindhard function at reduced wavevector `x = q / 2k_F`,
for `x > 0`, normalised by the density of states; its value at `x = 1` is `1/2`. -/
def lindhard (x : ℝ) : ℝ :=
  if x = 1 then 1 / 2
  else 1 / 2 + (1 - x ^ 2) / (4 * x) * Real.log |(1 + x) / (1 - x)|
```

A `def` introduces a named object. Here `lindhard` takes a real number `x` and returns a real number, and the `if` separates the point $x = 1$, that is $q = 2k_F$, from the rest. At that point the logarithm diverges while its prefactor vanishes, and $1/2$ is the limiting value of the formula. Textbooks also use the name Lindhard function for the unnormalised response, often with a minus sign, or for the dielectric function. Here it is positive and dimensionless.

```lean
/-- The denominator `1 - u F(x)` of the random-phase approximation, with Stoner parameter `u`
(contact interaction times density of states per spin), for `x > 0`. -/
def stonerDenominator (u x : ℝ) : ℝ := 1 - u * lindhard x
```

This is $1 - uF(x)$. For an interaction $U n_\uparrow n_\downarrow$ between opposite spins, $u$ is $U$ times the density of states per spin at the Fermi level. It stands for the strength of the exchange field that a spin polarisation produces and that acts back on the electrons. A positive $u$ is repulsive and a negative $u$ attractive.

```lean
/-- The static spin susceptibility in the random-phase approximation, in units of the Pauli
susceptibility, for `x > 0` and a nonzero denominator `1 - u F(x)`. -/
def rpaSusceptibility (u x : ℝ) : ℝ := lindhard x / stonerDenominator u x
```

In units of the Pauli susceptibility, the RPA susceptibility is

$$\frac{\chi(x)}{\chi_{\text{Pauli}}} = \frac{F(x)}{1 - uF(x)} .$$

Lean assigns the value $0$ to a division by zero, so the definition has physical meaning only where the denominator is nonzero. The formula is taken as a definition and is not derived from a Hamiltonian. The step from here to a metal is therefore the identification of its static spin response with this quotient.

## The Lindhard function lies between 0 and 1

```lean
/-- For `0 < b < a`, the quantity `a b ln(a/b)` lies strictly between `0` and
`(a² - b²)/2`. -/
theorem log_ratio_bounds {a b : ℝ} (hb : 0 < b) (hab : b < a) :
    0 < a * b * Real.log (a / b) ∧ a * b * Real.log (a / b) < (a ^ 2 - b ^ 2) / 2 := by
  have ha : 0 < a := hb.trans hab
  have hy : 1 < a / b := (one_lt_div hb).2 hab
  have hlog := Real.log_pos hy
  refine ⟨by positivity, ?_⟩
  -- the inequality `t < sinh t` at `t = ln (a/b)`
  have h := Real.self_lt_sinh_iff.2 hlog
  rw [Real.sinh_eq, Real.exp_neg, Real.exp_log (by positivity)] at h
  calc a * b * Real.log (a / b)
      < a * b * ((a / b - (a / b)⁻¹) / 2) := mul_lt_mul_of_pos_left h (mul_pos ha hb)
    _ = (a ^ 2 - b ^ 2) / 2 := by
      rw [inv_div]
      field_simp
```

In a `theorem`, the items before the colon are the variables and hypotheses, the statement follows the colon, and the proof comes after `:= by`. The curly braces mark variables that Lean works out from the context. The statement reads: if $0 < b < a$, then

$$0 < ab\ln\frac ab < \frac{a^2-b^2}{2}.$$

To derive it, set $t = \ln(a/b)$. Since $a/b > 1$, we have $t > 0$, which gives the left inequality. For positive $t$ we also have $t < \sinh t$, and

$$\sinh t = \frac{e^t - e^{-t}}{2} = \frac12\left(\frac ab - \frac ba\right).$$

Multiplication by $ab > 0$ gives the right inequality. In the code, `Real.self_lt_sinh_iff` supplies $t < \sinh t$, the `rw` line writes the hyperbolic sine in exponentials, and the `calc` block carries out the multiplication.

```lean
/-- At every wavevector `x > 0` the Lindhard function lies strictly between `0` and `1`. -/
theorem lindhard_bounds {x : ℝ} (hx : 0 < x) : 0 < lindhard x ∧ lindhard x < 1 := by
  rcases eq_or_ne x 1 with rfl | h1
  · norm_num [lindhard]
  have key : abs ((1 - x ^ 2) * Real.log |(1 + x) / (1 - x)|) < 2 * x := by
    rcases lt_or_gt_of_ne h1 with h | h
    · -- below `2k_F`
      obtain ⟨p, q⟩ := log_ratio_bounds (a := 1 + x) (b := 1 - x) (by linarith) (by linarith)
      have e : |(1 + x) / (1 - x)| = (1 + x) / (1 - x) :=
        abs_of_pos (div_pos (by linarith) (by linarith))
      rw [e, abs_lt]
      constructor <;> nlinarith
    · -- above `2k_F`
      obtain ⟨p, q⟩ := log_ratio_bounds (a := x + 1) (b := x - 1) (by linarith) (by linarith)
      have e : |(1 + x) / (1 - x)| = (x + 1) / (x - 1) := by
        rw [abs_div, abs_of_pos (by linarith : 0 < 1 + x),
          abs_of_neg (by linarith : 1 - x < 0), neg_sub, add_comm 1 x]
      rw [e, abs_lt]
      constructor <;> nlinarith
  obtain ⟨k1, k2⟩ := abs_lt.1 key
  have e : lindhard x
      = 1 / 2 + (1 - x ^ 2) * Real.log |(1 + x) / (1 - x)| / (4 * x) := by
    rw [lindhard, if_neg h1]
    ring
  have u1 : (1 - x ^ 2) * Real.log |(1 + x) / (1 - x)| / (4 * x) < 1 / 2 := by
    rw [div_lt_iff₀ (by positivity)]
    linarith
  have u2 : -(1 / 2) < (1 - x ^ 2) * Real.log |(1 + x) / (1 - x)| / (4 * x) := by
    rw [lt_div_iff₀ (by positivity)]
    linarith
  rw [e]
  constructor <;> linarith
```

For every $x > 0$, $0 < F(x) < 1$. There are three cases.

- At $x = 1$ the value is $1/2$.
- For $x < 1$, take $a = 1+x$ and $b = 1-x$. Then $ab = 1-x^2$ and $a^2-b^2 = 4x$, so
$$0 < (1-x^2)\ln\frac{1+x}{1-x} < 2x .$$
- For $x > 1$, take $a = x+1$ and $b = x-1$. Then $ab = x^2-1$ and again $a^2-b^2 = 4x$, so
$$-2x < (1-x^2)\ln\frac{x+1}{x-1} < 0 .$$

Away from $x = 1$, the product of $1-x^2$ and the logarithm is thus smaller than $2x$ in absolute value. This is the statement called `key`. Division by $4x$ shows that the second term of $F$ lies strictly between $-1/2$ and $1/2$, and adding $1/2$ gives the claim.

The tactic `rcases` splits the proof into cases. The tactics `linarith` and `nlinarith` then close the inequalities; the second also multiplies known inequalities together. The names `u1` and `u2` in this proof label two auxiliary inequalities and have nothing to do with the Stoner parameter.

## Long wavelengths

```lean
/-- For `0 < x < 1` the Lindhard function is at least `1 - x²/2`. -/
theorem lindhard_lower_bound {x : ℝ} (hx : 0 < x) (h1 : x < 1) :
    1 - x ^ 2 / 2 ≤ lindhard x := by
  have hd : 0 < 1 - x := by linarith
  have hd' : 1 - x ≠ 0 := hd.ne'
  have h := Real.le_log_one_add_of_nonneg (x := 2 * x / (1 - x))
    (div_nonneg (by linarith) hd.le)
  have e1 : 1 + 2 * x / (1 - x) = (1 + x) / (1 - x) := by
    rw [eq_div_iff hd', add_mul, div_mul_cancel₀ _ hd']
    ring
  have e2 : 2 * (2 * x / (1 - x)) / (2 * x / (1 - x) + 2) = 2 * x := by
    have hp : 0 < 2 * x / (1 - x) + 2 := by
      have := div_pos (by linarith : 0 < 2 * x) hd
      linarith
    have hm : 2 * x / (1 - x) * (1 - x) = 2 * x := div_mul_cancel₀ _ hd'
    rw [div_eq_iff hp.ne']
    linear_combination 2 * hm
  rw [e1, e2] at h
  have hc : 0 ≤ (1 - x ^ 2) / (4 * x) := div_nonneg (by nlinarith) (by linarith)
  have hm := mul_le_mul_of_nonneg_left h hc
  have e3 : (1 - x ^ 2) / (4 * x) * (2 * x) = (1 - x ^ 2) / 2 := by
    rw [div_mul_eq_mul_div, div_eq_iff (by positivity)]
    ring
  rw [lindhard, if_neg h1.ne, abs_of_pos (div_pos (by linarith) hd)]
  linarith
```

For $0 < x < 1$, $F(x) \ge 1 - x^2/2$. The proof uses the bound

$$\ln(1+s) \ge \frac{2s}{s+2} \qquad (s \ge 0).$$

Both sides vanish at $s = 0$, and the derivative of their difference is

$$\frac{1}{1+s} - \frac{4}{(s+2)^2} = \frac{s^2}{(1+s)(s+2)^2} \ge 0 .$$

Mathlib, Lean's mathematical library, has this bound as `Real.le_log_one_add_of_nonneg`. Now put $s = 2x/(1-x)$. Then

$$1+s = \frac{1+x}{1-x}, \qquad s+2 = \frac{2}{1-x}, \qquad \frac{2s}{s+2} = 2x,$$

so the logarithm in $F$ is at least $2x$. Multiplying by the positive prefactor gives

$$F(x) \ge \frac12 + \frac{1-x^2}{4x}\cdot 2x = 1 - \frac{x^2}{2}.$$

The auxiliary equations `e1` and `e2` are the first and last of the three identities for $s$, and `e3` simplifies the product in the final line.

```lean
/-- In the long-wavelength limit the Lindhard function tends to `1`. -/
theorem lindhard_tendsto_one : Tendsto lindhard (𝓝[>] 0) (𝓝 1) := by
  have hc : Continuous (fun x : ℝ => 1 - x ^ 2 / 2) := by fun_prop
  have hl : Tendsto (fun x : ℝ => 1 - x ^ 2 / 2) (𝓝[>] 0) (𝓝 1) := by
    have h0 := hc.tendsto 0
    norm_num at h0
    exact h0.mono_left nhdsWithin_le_nhds
  refine tendsto_of_tendsto_of_tendsto_of_le_of_le' hl tendsto_const_nhds ?_ ?_
  · filter_upwards [Ioo_mem_nhdsGT (zero_lt_one' ℝ)] with x hx
    exact lindhard_lower_bound hx.1 hx.2
  · filter_upwards [self_mem_nhdsWithin] with x hx
    exact (lindhard_bounds hx).2.le
```

This says that $F(x) \to 1$ as $x$ tends to $0$ from above. Lean writes a limit as `Tendsto f A B`, where `A` says how the argument moves and `B` where the values go. Here `𝓝[>] 0` means approaching $0$ through positive numbers, and `𝓝 1` means approaching $1$.

The function is squeezed: $1 - x^2/2 \le F(x) \le 1$ for $0 < x < 1$, and the left side tends to $1$. The long lemma name in the `refine` line is the squeeze theorem. The two `filter_upwards` steps supply the inequalities for $x$ close enough to $0$.

```lean
/-- If `0 < x < 1` and `u x² < 2 (u - 1)` with `u > 1`, the denominator `1 - u F(x)`
is negative. -/
theorem long_wavelength_instability {u x : ℝ} (hu : 1 < u) (hx : 0 < x) (h1 : x < 1)
    (h : u * x ^ 2 < 2 * (u - 1)) : stonerDenominator u x < 0 := by
  have hm := mul_le_mul_of_nonneg_left (lindhard_lower_bound hx h1) (by linarith : 0 ≤ u)
  unfold stonerDenominator
  linarith
```

Let $u > 1$, $0 < x < 1$ and $ux^2 < 2(u-1)$. The lower bound on $F$, multiplied by $u$, gives

$$1 - uF(x) \le 1 - u + \frac{u x^2}{2} < 0 .$$

Above the Stoner threshold there is thus a range of long wavelengths in which the denominator is negative. The condition on $x$ is sufficient; it does not locate the exact edge of that range.

## The criterion

```lean
/-- **Stoner criterion at all wavevectors.** The denominator `1 - u F(x)` is positive for every
`x > 0` if and only if the Stoner parameter satisfies `u ≤ 1`. -/
theorem stoner_criterion (u : ℝ) :
    (∀ x : ℝ, 0 < x → 0 < stonerDenominator u x) ↔ u ≤ 1 := by
  constructor
  · intro h
    by_contra hu
    have hu1 : 1 < u := not_le.1 hu
    have hu0 : 0 < u := by linarith
    -- the mode `x = (u - 1)/u` is already unstable
    have hx : 0 < (u - 1) / u := div_pos (by linarith) hu0
    have hx1 : (u - 1) / u < 1 := by
      rw [div_lt_one hu0]
      linarith
    have hm : u * ((u - 1) / u) = u - 1 := mul_div_cancel₀ _ hu0.ne'
    have hs : u * ((u - 1) / u) ^ 2 < 2 * (u - 1) := by
      rw [pow_two, ← mul_assoc, hm]
      nlinarith
    exact lt_asymm (h _ hx) (long_wavelength_instability hu1 hx hx1 hs)
  · intro hu x hx
    obtain ⟨h0, h1⟩ := lindhard_bounds hx
    unfold stonerDenominator
    nlinarith [mul_nonneg (sub_nonneg.2 hu) h0.le]
```

The symbol `∀` means "for every" and `↔` means "if and only if". The theorem holds for every real $u$, attractive or repulsive.

**From positive denominators to $u \le 1$.** Suppose that $u > 1$, and take $x = (u-1)/u$. This lies strictly between $0$ and $1$, and

$$ux^2 = (u-1)\,\frac{u-1}{u} < u-1 < 2(u-1).$$

By the previous theorem the denominator is negative at this $x$, which contradicts the assumption that it is positive everywhere. In the code, `by_contra` starts the argument by contradiction and `lt_asymm` ends it.

**From $u \le 1$ to positive denominators.** Write

$$1 - uF(x) = \bigl(1 - F(x)\bigr) + (1-u)F(x).$$

The first term is positive because $F < 1$, and the second is nonnegative because $u \le 1$ and $F > 0$. The last `nlinarith` is given the second fact and finds this decomposition.

Positivity at finitely many nonzero wavevectors does not imply $u \le 1$: since $F < 1$ at each of them, a value of $u$ slightly above $1$ still passes. For example, at $x = 1$ with $u = 3/2$ the denominator is $1 - 3/4 = 1/4 > 0$, although $u > 1$.

The theorem concerns the sign of the static denominator. It does not say which magnetic state replaces the paramagnet when $u > 1$. Nor does a positive denominator exclude instabilities outside the spin channel: with an attractive interaction, $u < 0$, the free-electron state at zero temperature is unstable to Cooper pairing, which this denominator does not detect. It also relies on the free-electron form of $F$: in a band structure whose response peaks at a finite wavevector, a check at long wavelength alone can miss a spin-density-wave instability.

## The size of the susceptibility

```lean
/-- For `u < 1` the susceptibility at every `x > 0` is positive and strictly below
`1/(1 - u)`. -/
theorem rpaSusceptibility_bounds {u x : ℝ} (hu : u < 1) (hx : 0 < x) :
    0 < rpaSusceptibility u x ∧ rpaSusceptibility u x < 1 / (1 - u) := by
  obtain ⟨h0, h1⟩ := lindhard_bounds hx
  have hd := (stoner_criterion u).2 hu.le x hx
  refine ⟨div_pos h0 hd, ?_⟩
  unfold rpaSusceptibility
  rw [div_lt_div_iff₀ hd (by linarith)]
  unfold stonerDenominator
  linarith
```

For $u < 1$ and $x > 0$,

$$0 < \frac{F(x)}{1-uF(x)} < \frac{1}{1-u}.$$

Numerator and denominator are both positive, which gives the left inequality. Both denominators in the right inequality are positive, so it may be cross-multiplied to $F(x)(1-u) < 1 - uF(x)$. The terms $-uF(x)$ cancel and leave $F(x) < 1$. The lemma `div_lt_div_iff₀` does the cross-multiplication.

Without any upper limit on $u$, positivity fails. For $u = 3$ and $x = 1$ the denominator is $1 - 3/2 = -1/2$, and the susceptibility is $(1/2)/(-1/2) = -1$.

```lean
/-- For `u < 1` the susceptibility tends to the Stoner-enhanced value `1/(1 - u)` in the
long-wavelength limit. -/
theorem stoner_enhancement {u : ℝ} (hu : u < 1) :
    Tendsto (rpaSusceptibility u) (𝓝[>] 0) (𝓝 (1 / (1 - u))) := by
  have hd : Tendsto (stonerDenominator u) (𝓝[>] 0) (𝓝 (1 - u)) := by
    have h := (lindhard_tendsto_one.const_mul u).const_sub 1
    rw [mul_one] at h
    exact h
  exact lindhard_tendsto_one.div hd (by linarith : 0 < 1 - u).ne'
```

As $x \to 0$ from above, the susceptibility tends to $1/(1-u)$, the Stoner-enhanced value. Since $F \to 1$, the denominator tends to $1-u$, which is nonzero, and the limit of the quotient is the quotient of the limits. For $0 < u < 1$ this is an enhancement over the Pauli value; for $u < 0$ it is a reduction. Together with the preceding bound, it gives a simple check on a numerical RPA curve for this model: for $u < 1$, no point at $x > 0$ may exceed $1/(1-u)$ by more than the numerical error, and the curve must approach that value at long wavelength.

```lean
/-- At `u = 1` the susceptibility diverges to plus infinity in the long-wavelength limit. -/
theorem critical_divergence : Tendsto (rpaSusceptibility 1) (𝓝[>] 0) atTop := by
  have hd : Tendsto (stonerDenominator 1) (𝓝[>] 0) (𝓝[>] 0) := by
    refine tendsto_nhdsWithin_iff.2 ⟨?_, ?_⟩
    · have h := (lindhard_tendsto_one.const_mul 1).const_sub 1
      rw [mul_one, sub_self] at h
      exact h
    · filter_upwards [self_mem_nhdsWithin] with x hx
      exact (stoner_criterion 1).2 le_rfl x hx
  -- a numerator tending to one over a denominator tending to zero from above
  have h := lindhard_tendsto_one.pos_mul_atTop one_pos (tendsto_inv_nhdsGT_zero.comp hd)
  refine h.congr fun x => ?_
  simp only [rpaSusceptibility, Function.comp_apply, div_eq_mul_inv]

end

end StonerLindhard
```

At $u = 1$ the susceptibility grows without limit as $x \to 0$ from above; `atTop` is Lean's way of writing $+\infty$ as a target. The denominator is now $1 - F(x)$. It tends to $0$, and by the criterion it is positive at every $x > 0$, so its reciprocal tends to $+\infty$. Multiplication by $F(x)$, which tends to $1$, does not change this. The threshold value $u = 1$ thus satisfies the criterion at each nonzero wavevector, while the response has no finite long-wavelength limit.

```lean
#print axioms StonerLindhard.stoner_criterion
#print axioms StonerLindhard.rpaSusceptibility_bounds
#print axioms StonerLindhard.stoner_enhancement
#print axioms StonerLindhard.critical_divergence
```

```
'StonerLindhard.stoner_criterion' depends on axioms: [propext, Classical.choice, Quot.sound]
'StonerLindhard.rpaSusceptibility_bounds' depends on axioms: [propext, Classical.choice, Quot.sound]
'StonerLindhard.stoner_enhancement' depends on axioms: [propext, Classical.choice, Quot.sound]
'StonerLindhard.critical_divergence' depends on axioms: [propext, Classical.choice, Quot.sound]
```
